# Second-order limits of the energy error and variance of a trial state near an eigenstate

An unnormalised trial state has amplitude 1 on an eigenstate of energy E₀ and real amplitudes εc_k on finitely many other eigenstates of energies E₀ + D_k, all of them orthonormal. The theorem `leading_order` says that, as ε tends to zero through nonzero values, the energy error divided by ε² tends to ∑ D_k c_k², and the energy variance divided by ε² tends to ∑ D_k² c_k². Both the energy and the variance are normalised values, with the squared norm of the state divided out. The proof writes each quotient as A/N − ε²(B/N)², where N = 1 + ε²∑ c_k², and uses continuity at ε = 0 to show that this tends to A.

Lean 4 with Mathlib refuses this proof:

```lean
import Mathlib

open Filter Topology

namespace LeadingOrder

noncomputable section

variable {ι : Type*} [Fintype ι]

/-- The quadratic form `∑ w_k a_k²` in the excited-state amplitudes `a`. Weights equal to the
gaps give the leading energy error, weights equal to the squared gaps the leading variance. -/
def leadingError (w a : ι → ℝ) : ℝ := ∑ k, w k * a k ^ 2

/-- Energy of the trial state with amplitude 1 on the ground state, of energy `E₀`, and
amplitudes `c_k` on orthonormal excited eigenstates of energies `E₀ + D_k`. -/
def trialEnergy (E₀ : ℝ) (D c : ι → ℝ) : ℝ :=
  (E₀ + ∑ k, (E₀ + D k) * c k ^ 2) / (1 + ∑ k, c k ^ 2)

/-- Energy variance of the same trial state: the mean of the squared Hamiltonian minus the
square of the mean energy. -/
def trialVariance (E₀ : ℝ) (D c : ι → ℝ) : ℝ :=
  (E₀ ^ 2 + ∑ k, (E₀ + D k) ^ 2 * c k ^ 2) / (1 + ∑ k, c k ^ 2) - trialEnergy E₀ D c ^ 2

/-- The energy of the trial state above the ground state is the leading energy error divided
by the squared norm of the state. -/
theorem trialEnergy_sub (E₀ : ℝ) (D c : ι → ℝ) :
    trialEnergy E₀ D c - E₀ = leadingError D c / (1 + ∑ k, c k ^ 2) := by
  have h : 0 < 1 + ∑ k, c k ^ 2 := by positivity
  have e : ∑ k, (E₀ + D k) * c k ^ 2 = E₀ * ∑ k, c k ^ 2 + leadingError D c := by
    unfold leadingError
    rw [Finset.mul_sum, ← Finset.sum_add_distrib]
    exact Finset.sum_congr rfl fun k _ => by ring
  unfold trialEnergy
  rw [e, eq_div_iff h.ne', sub_mul, div_mul_cancel₀ _ h.ne']
  ring

/-- The variance of the trial state expressed through the two quadratic forms; the ground-state
energy drops out. -/
theorem trialVariance_eq (E₀ : ℝ) (D c : ι → ℝ) :
    trialVariance E₀ D c = leadingError (fun k => D k ^ 2) c / (1 + ∑ k, c k ^ 2)
      - (leadingError D c / (1 + ∑ k, c k ^ 2)) ^ 2 := by
  have h : 0 < 1 + ∑ k, c k ^ 2 := by positivity
  have e : ∑ k, (E₀ + D k) ^ 2 * c k ^ 2 = E₀ ^ 2 * ∑ k, c k ^ 2
      + 2 * E₀ * leadingError D c + leadingError (fun k => D k ^ 2) c := by
    unfold leadingError
    rw [Finset.mul_sum, Finset.mul_sum, ← Finset.sum_add_distrib, ← Finset.sum_add_distrib]
    exact Finset.sum_congr rfl fun k _ => by ring
  -- the second moment of the Hamiltonian
  have h2 : (E₀ ^ 2 + ∑ k, (E₀ + D k) ^ 2 * c k ^ 2) / (1 + ∑ k, c k ^ 2)
      = E₀ ^ 2 + 2 * E₀ * (leadingError D c / (1 + ∑ k, c k ^ 2))
        + leadingError (fun k => D k ^ 2) c / (1 + ∑ k, c k ^ 2) := by
    have p := div_mul_cancel₀ (leadingError D c) h.ne'
    have q := div_mul_cancel₀ (leadingError (fun k => D k ^ 2) c) h.ne'
    rw [e, div_eq_iff h.ne']
    linear_combination (-2 * E₀) * p - q
  have hE : trialEnergy E₀ D c = E₀ + leadingError D c / (1 + ∑ k, c k ^ 2) := by
    linarith [trialEnergy_sub E₀ D c]
  unfold trialVariance
  rw [h2, hE]
  ring

/-- When all errors are scaled by `ε`, the energy error and the variance, each divided by `ε²`,
tend to `∑ D_k c_k²` and `∑ D_k² c_k²` as `ε` goes to zero. -/
theorem leading_order (E₀ : ℝ) (D c : ι → ℝ) :
    Tendsto (fun ε : ℝ => (trialEnergy E₀ D (fun k => ε * c k) - E₀) / ε ^ 2)
      (𝓝[≠] 0) (𝓝 (leadingError D c)) ∧
    Tendsto (fun ε : ℝ => trialVariance E₀ D (fun k => ε * c k) / ε ^ 2)
      (𝓝[≠] 0) (𝓝 (leadingError (fun k => D k ^ 2) c)) := by
  have sc : ∀ (w : ι → ℝ) (ε : ℝ),
      leadingError w (fun k => ε * c k) = ε ^ 2 * leadingError w c := by
    intro w ε
    unfold leadingError
    rw [Finset.mul_sum]
    exact Finset.sum_congr rfl fun k _ => by ring
  have sn : ∀ ε : ℝ, ∑ k, (ε * c k) ^ 2 = ε ^ 2 * ∑ k, c k ^ 2 := by
    intro ε
    rw [Finset.mul_sum]
    exact Finset.sum_congr rfl fun k _ => by ring
  -- both scaled quantities have the form A / N - ε² (B / N)² with N → 1
  have lim : ∀ A B : ℝ, Tendsto (fun ε : ℝ => A / (1 + ε ^ 2 * ∑ k, c k ^ 2)
      - ε ^ 2 * (B / (1 + ε ^ 2 * ∑ k, c k ^ 2)) ^ 2) (𝓝[≠] 0) (𝓝 A) := by
    intro A B
    have hN : ∀ ε : ℝ, 1 + ε ^ 2 * ∑ k, c k ^ 2 ≠ 0 := fun ε => by positivity
    have hd : Continuous (fun ε : ℝ => 1 + ε ^ 2 * ∑ k, c k ^ 2) := by fun_prop
    have hc := (continuous_const (y := A)).div hd hN |>.sub
      ((continuous_id.pow 2).mul (((continuous_const (y := B)).div hd hN).pow 2))
    have h := (hc.tendsto 0).mono_left (nhdsWithin_le_nhds (s := {(0 : ℝ)}ᶜ))
    convert h using 2
    simp
  constructor
  · refine (lim (leadingError D c) 0).congr' ?_
    filter_upwards [self_mem_nhdsWithin] with ε hε
    have hε' : ε ≠ 0 := hε
    rw [trialEnergy_sub, sc, sn, eq_div_iff (pow_ne_zero 2 hε')]
    ring
  · refine (lim (leadingError (fun k => D k ^ 2) c) (leadingError D c)).congr' ?_
    filter_upwards [self_mem_nhdsWithin] with ε hε
    have hε' : ε ≠ 0 := hε
    rw [trialVariance_eq, sc, sc, sn, eq_div_iff (pow_ne_zero 2 hε')]
    ring

end

end LeadingOrder
```

Compiling this gives:

```
Main.lean:82:72: error: unsolved goals
case e'_5
ι : Type u_1
inst✝ : Fintype ι
E₀ : ℝ
D c : ι → ℝ
sc : ∀ (w : ι → ℝ) (ε : ℝ), (leadingError w fun k => ε * c k) = ε ^ 2 * leadingError w c
sn : ∀ (ε : ℝ), ∑ k, (ε * c k) ^ 2 = ε ^ 2 * ∑ k, c k ^ 2
A B : ℝ
hN : ∀ (ε : ℝ), 1 + ε ^ 2 * ∑ k, c k ^ 2 ≠ 0
hd : Continuous fun ε => 1 + ε ^ 2 * ∑ k, c k ^ 2
hc :
  Continuous
    (((fun x => A) / fun ε => 1 + ε ^ 2 * ∑ k, c k ^ 2) -
      id ^ 2 * ((fun x => B) / fun ε => 1 + ε ^ 2 * ∑ k, c k ^ 2) ^ 2)
h :
  Tendsto
    (((fun x => A) / fun ε => 1 + ε ^ 2 * ∑ k, c k ^ 2) -
      id ^ 2 * ((fun x => B) / fun ε => 1 + ε ^ 2 * ∑ k, c k ^ 2) ^ 2)
    (𝓝[≠] 0)
    (𝓝
      ((((fun x => A) / fun ε => 1 + ε ^ 2 * ∑ k, c k ^ 2) -
          id ^ 2 * ((fun x => B) / fun ε => 1 + ε ^ 2 * ∑ k, c k ^ 2) ^ 2)
        0))
⊢ A =
    (((fun x => A) / fun ε => 1 + ε ^ 2 * ∑ k, c k ^ 2) -
        id ^ 2 * ((fun x => B) / fun ε => 1 + ε ^ 2 * ∑ k, c k ^ 2) ^ 2)
      0
```

The mended proof, as a diff:

```diff
@@ -86,5 +86,7 @@
     have hc := (continuous_const (y := A)).div hd hN |>.sub
       ((continuous_id.pow 2).mul (((continuous_const (y := B)).div hd hN).pow 2))
-    have h := (hc.tendsto 0).mono_left (nhdsWithin_le_nhds (s := {(0 : ℝ)}ᶜ))
+    have hc' : Continuous (fun ε : ℝ => A / (1 + ε ^ 2 * ∑ k, c k ^ 2)
+        - ε ^ 2 * (B / (1 + ε ^ 2 * ∑ k, c k ^ 2)) ^ 2) := hc
+    have h := (hc'.tendsto 0).mono_left (nhdsWithin_le_nhds (s := {(0 : ℝ)}ᶜ))
     convert h using 2
     simp
```

The one message reports a goal left over at the end of the proof of `lim`: that A equals the value at 0 of the function in `h`. The mathematics is sound, but `hc` came out as a statement about sums, products and quotients of whole functions, such as `id ^ 2 * …`, while `lim` is stated with a formula in `ε`. Since the two forms did not match as written, `convert h using 2` asked for a proof that the functions agree as well as that the limits agree. The single `simp` dealt with the first of these goals and never reached the second.

The repair adds `hc'`, which states the same continuity for the explicit formula. Lean accepts `hc` as its proof because the two functions are equal by definition: operations on functions are computed pointwise. With `h` now built from `hc'`, its function matches the one in `lim`, and `convert` leaves only the equality of the limits. There `simp` puts ε = 0 into the formula, which reduces to A.
